# The [2/1] Padé term of third-order perturbation theory is invariant under Feenberg scaling

Multiply the zeroth-order Hamiltonian by a nonzero constant, let the perturbation absorb the difference, and the sum $E_2+E_3$ of the second- and third-order energies generally changes, although the total Hamiltonian does not. The Padé term $E_2^2/(E_2-E_3)$, defined for $E_2\neq E_3$, is free of this arbitrariness.

In Lean 4 with Mathlib:

```lean
import Mathlib

open scoped InnerProductSpace

namespace FeenbergScaling

noncomputable section

section Scalars

variable {K : Type*} [Field K]

/-- The expression `(1 - x) E₂`. -/
def scaledE₂ (x E₂ : K) : K := (1 - x) * E₂

/-- The expression `x (1 - x) E₂ + (1 - x)² E₃`. -/
def scaledE₃ (x E₂ E₃ : K) : K := x * (1 - x) * E₂ + (1 - x) ^ 2 * E₃

/-- The sum of the scaled second- and third-order energies. -/
def thirdOrderSum (x E₂ E₃ : K) : K := scaledE₂ x E₂ + scaledE₃ x E₂ E₃

/-- The [2/1] Padé term `E₂² / (E₂ - E₃)`. -/
def pade (E₂ E₃ : K) : K := E₂ ^ 2 / (E₂ - E₃)

/-- The scaling parameter `x* = E₃ / (E₃ - E₂)`. -/
def optimalX (E₂ E₃ : K) : K := E₃ / (E₃ - E₂)

/-- For `x ≠ 1` and `E₂ ≠ E₃` the scaled second- and third-order energies differ, and their
Padé term equals the unscaled one. -/
theorem pade_invariant {x E₂ E₃ : K} (hx : x ≠ 1) (h23 : E₂ ≠ E₃) :
    scaledE₂ x E₂ ≠ scaledE₃ x E₂ E₃ ∧
      pade (scaledE₂ x E₂) (scaledE₃ x E₂ E₃) = pade E₂ E₃ := by
  have hs : 1 - x ≠ 0 := sub_ne_zero.mpr hx.symm
  -- the denominator scales by the same factor as the numerator
  have hd : scaledE₂ x E₂ - scaledE₃ x E₂ E₃ = (1 - x) ^ 2 * (E₂ - E₃) := by
    unfold scaledE₂ scaledE₃
    ring
  constructor
  · intro h
    have h0 : (1 - x) ^ 2 * (E₂ - E₃) = 0 := by rw [← hd, h, sub_self]
    exact mul_ne_zero (pow_ne_zero 2 hs) (sub_ne_zero.mpr h23) h0
  · unfold pade
    rw [hd]
    unfold scaledE₂
    rw [mul_pow, mul_div_mul_left _ _ (pow_ne_zero 2 hs)]

/-- For `E₂ ≠ E₃` the scaled sum equals the Padé term minus `(E₂ - E₃) (x - x*)²`. -/
theorem complete_square (x : K) {E₂ E₃ : K} (h23 : E₂ ≠ E₃) :
    thirdOrderSum x E₂ E₃ = pade E₂ E₃ - (E₂ - E₃) * (x - optimalX E₂ E₃) ^ 2 := by
  have h1 : E₂ - E₃ ≠ 0 := sub_ne_zero.mpr h23
  have h2 : E₃ - E₂ ≠ 0 := sub_ne_zero.mpr h23.symm
  unfold thirdOrderSum scaledE₂ scaledE₃ pade optimalX
  field_simp
  ring

end Scalars

/-- For real energies with `E₂ < E₃` the Padé term is a lower bound of the scaled sum for all
`x`, and it is attained at `x*`. -/
theorem pade_is_minimum {E₂ E₃ : ℝ} (h : E₂ < E₃) :
    (∀ x, pade E₂ E₃ ≤ thirdOrderSum x E₂ E₃) ∧
      thirdOrderSum (optimalX E₂ E₃) E₂ E₃ = pade E₂ E₃ := by
  constructor
  · intro x
    rw [complete_square x h.ne]
    have hpos := mul_nonneg (sub_nonneg.mpr h.le) (sq_nonneg (x - optimalX E₂ E₃))
    nlinarith [hpos]
  · rw [complete_square _ h.ne]
    ring

/-- State corrections and energy corrections of orders zero to three. -/
structure Series (𝕜 E : Type*) where
  ψ₀ : E
  ψ₁ : E
  ψ₂ : E
  ψ₃ : E
  E₀ : 𝕜
  E₁ : 𝕜
  E₂ : 𝕜
  E₃ : 𝕜

variable {𝕜 E : Type*} [RCLike 𝕜] [NormedAddCommGroup E] [InnerProductSpace 𝕜 E]

/-- The derivative of the scaled sum in the scaling parameter is
`-2 (x E₂ + (1 - x) E₃)`. -/
theorem thirdOrderSum_hasDerivAt (E₂ E₃ x : 𝕜) :
    HasDerivAt (fun y => thirdOrderSum y E₂ E₃) (-2 * (x * E₂ + (1 - x) * E₃)) x := by
  have hF : (fun y => thirdOrderSum y E₂ E₃)
      = fun y => (E₂ + E₃ - 2 * E₃ * y) + (E₃ - E₂) * (y * y) := by
    funext y
    simp only [thirdOrderSum, scaledE₂, scaledE₃]
    ring
  have h1 : HasDerivAt (fun y : 𝕜 => y) 1 x := hasDerivAt_id' x
  have h := ((h1.const_mul (2 * E₃)).const_sub (E₂ + E₃)).fun_add
    ((h1.fun_mul h1).const_mul (E₃ - E₂))
  rw [hF]
  exact h.congr_deriv (by ring)

/-- The Rayleigh-Schrödinger equations of orders zero to three for the partition `H₀ + V`,
in intermediate normalisation. -/
structure IsRS (H₀ V : E →ₗ[𝕜] E) (S : Series 𝕜 E) : Prop where
  normalized : ⟪S.ψ₀, S.ψ₀⟫_𝕜 = 1
  orth1 : ⟪S.ψ₀, S.ψ₁⟫_𝕜 = 0
  orth2 : ⟪S.ψ₀, S.ψ₂⟫_𝕜 = 0
  orth3 : ⟪S.ψ₀, S.ψ₃⟫_𝕜 = 0
  order0 : H₀ S.ψ₀ = S.E₀ • S.ψ₀
  order1 : H₀ S.ψ₁ + V S.ψ₀ = S.E₀ • S.ψ₁ + S.E₁ • S.ψ₀
  order2 : H₀ S.ψ₂ + V S.ψ₁ = S.E₀ • S.ψ₂ + S.E₁ • S.ψ₁ + S.E₂ • S.ψ₀
  order3 : H₀ S.ψ₃ + V S.ψ₂ = S.E₀ • S.ψ₃ + S.E₁ • S.ψ₂ + S.E₂ • S.ψ₁ + S.E₃ • S.ψ₀

/-- The Feenberg-scaled zeroth-order Hamiltonian `H₀ / (1 - x)`. -/
def scaledH₀ (x : 𝕜) (H₀ : E →ₗ[𝕜] E) : E →ₗ[𝕜] E := (1 - x)⁻¹ • H₀

/-- The Feenberg-scaled perturbation `V - x / (1 - x) H₀`. -/
def scaledV (x : 𝕜) (H₀ V : E →ₗ[𝕜] E) : E →ₗ[𝕜] E := V - (x / (1 - x)) • H₀

/-- Rescaled state and energy corrections built from those of the original partition. -/
def scaledSeries (x : 𝕜) (S : Series 𝕜 E) : Series 𝕜 E where
  ψ₀ := S.ψ₀
  ψ₁ := (1 - x) • S.ψ₁
  ψ₂ := ((1 - x) * x) • S.ψ₁ + ((1 - x) ^ 2) • S.ψ₂
  ψ₃ := ((1 - x) * x ^ 2) • S.ψ₁ + (2 * (1 - x) ^ 2 * x) • S.ψ₂ + ((1 - x) ^ 3) • S.ψ₃
  E₀ := (1 - x)⁻¹ * S.E₀
  E₁ := S.E₁ - x / (1 - x) * S.E₀
  E₂ := scaledE₂ x S.E₂
  E₃ := scaledE₃ x S.E₂ S.E₃

/-- For `x ≠ 1` Feenberg scaling leaves the total Hamiltonian unchanged. -/
theorem scaled_partition {x : 𝕜} (hx : x ≠ 1) (H₀ V : E →ₗ[𝕜] E) :
    scaledH₀ x H₀ + scaledV x H₀ V = H₀ + V := by
  have hs : 1 - x ≠ 0 := sub_ne_zero.mpr hx.symm
  unfold scaledH₀ scaledV
  match_scalars
  all_goals first | ring1 | (field_simp; ring1)

/-- For `x ≠ 1` the rescaled corrections solve the Rayleigh-Schrödinger equations of the
scaled partition. -/
theorem scaledSeries_isRS {x : 𝕜} (hx : x ≠ 1) {H₀ V : E →ₗ[𝕜] E} {S : Series 𝕜 E}
    (h : IsRS H₀ V S) : IsRS (scaledH₀ x H₀) (scaledV x H₀ V) (scaledSeries x S) := by
  have hs : 1 - x ≠ 0 := sub_ne_zero.mpr hx.symm
  -- eliminate H₀ by the unscaled equations, then compare coefficients
  have e0 := h.order0
  have e1 := eq_sub_of_add_eq h.order1
  have e2 := eq_sub_of_add_eq h.order2
  have e3 := eq_sub_of_add_eq h.order3
  refine ⟨h.normalized, ?_, ?_, ?_, ?_, ?_, ?_, ?_⟩
  · simp [scaledSeries, inner_smul_right, h.orth1]
  · simp [scaledSeries, inner_add_right, inner_smul_right, h.orth1, h.orth2]
  · simp [scaledSeries, inner_add_right, inner_smul_right, h.orth1, h.orth2, h.orth3]
  all_goals
    simp only [scaledSeries, scaledH₀, scaledV, scaledE₂, scaledE₃, LinearMap.smul_apply,
      LinearMap.sub_apply, map_add, map_smul, e0, e1, e2, e3]
    match_scalars
    all_goals first | ring1 | (field_simp; ring1)

/-- For a solution of the Rayleigh-Schrödinger equations of `H₀ + V`, if `H₀` maps the orthogonal
complement of `ψ₀` into itself, then `E₀ = ⟨ψ₀|H₀ψ₀⟩` and `Eₙ₊₁ = ⟨ψ₀|Vψₙ⟩` for `n = 0, 1, 2`. -/
theorem energies_by_projection {H₀ V : E →ₗ[𝕜] E} {S : Series 𝕜 E} (h : IsRS H₀ V S)
    (hinv : ∀ u, ⟪S.ψ₀, u⟫_𝕜 = 0 → ⟪S.ψ₀, H₀ u⟫_𝕜 = 0) :
    S.E₀ = ⟪S.ψ₀, H₀ S.ψ₀⟫_𝕜 ∧ S.E₁ = ⟪S.ψ₀, V S.ψ₀⟫_𝕜 ∧
      S.E₂ = ⟪S.ψ₀, V S.ψ₁⟫_𝕜 ∧ S.E₃ = ⟪S.ψ₀, V S.ψ₂⟫_𝕜 := by
  have p0 := congrArg (inner 𝕜 S.ψ₀) h.order0
  have p1 := congrArg (inner 𝕜 S.ψ₀) h.order1
  have p2 := congrArg (inner 𝕜 S.ψ₀) h.order2
  have p3 := congrArg (inner 𝕜 S.ψ₀) h.order3
  simp only [inner_add_right, inner_smul_right, h.normalized, h.orth1, h.orth2, h.orth3,
    hinv _ h.orth1, hinv _ h.orth2, hinv _ h.orth3] at p0 p1 p2 p3
  refine ⟨?_, ?_, ?_, ?_⟩
  · linear_combination -p0
  · linear_combination -p1
  · linear_combination -p2
  · linear_combination -p3

/-- Two solutions with the same reference state have the same energy corrections, if `H₀`
preserves the complement of `ψ₀` and has no eigenvector for `E₀` in it. -/
theorem energies_unique {H₀ V : E →ₗ[𝕜] E} {S T : Series 𝕜 E}
    (hS : IsRS H₀ V S) (hT : IsRS H₀ V T) (h0 : S.ψ₀ = T.ψ₀)
    (hinv : ∀ u, ⟪S.ψ₀, u⟫_𝕜 = 0 → ⟪S.ψ₀, H₀ u⟫_𝕜 = 0)
    (hsimple : ∀ u, H₀ u = S.E₀ • u → ⟪S.ψ₀, u⟫_𝕜 = 0 → u = 0) :
    S.E₀ = T.E₀ ∧ S.E₁ = T.E₁ ∧ S.E₂ = T.E₂ ∧ S.E₃ = T.E₃ := by
  have hinvT : ∀ u, ⟪T.ψ₀, u⟫_𝕜 = 0 → ⟪T.ψ₀, H₀ u⟫_𝕜 = 0 := by
    rw [← h0]
    exact hinv
  obtain ⟨a0, a1, a2, a3⟩ := energies_by_projection hS hinv
  obtain ⟨b0, b1, b2, b3⟩ := energies_by_projection hT hinvT
  have e0 : S.E₀ = T.E₀ := by rw [a0, b0, h0]
  have e1 : S.E₁ = T.E₁ := by rw [a1, b1, h0]
  -- the difference d of first-order states obeys H₀ d = E₀ d and is orthogonal to ψ₀, so d = 0
  have hψ1 : S.ψ₁ = T.ψ₁ := by
    have t1 := hT.order1
    rw [← h0, ← e0, ← e1] at t1
    refine sub_eq_zero.mp (hsimple _ ?_ ?_)
    · rw [map_sub]
      linear_combination (norm := module) hS.order1 - t1
    · rw [inner_sub_right, hS.orth1, h0, hT.orth1, sub_zero]
  have e2 : S.E₂ = T.E₂ := by rw [a2, b2, h0, hψ1]
  -- the same argument at second order
  have hψ2 : S.ψ₂ = T.ψ₂ := by
    have t2 := hT.order2
    rw [← h0, ← hψ1, ← e0, ← e1, ← e2] at t2
    refine sub_eq_zero.mp (hsimple _ ?_ ?_)
    · rw [map_sub]
      linear_combination (norm := module) hS.order2 - t2
    · rw [inner_sub_right, hS.orth2, h0, hT.orth2, sub_zero]
  have e3 : S.E₃ = T.E₃ := by rw [a3, b3, h0, hψ2]
  exact ⟨e0, e1, e2, e3⟩

/-- For symmetric `H₀`, a nondegenerate reference and `x ≠ 1`, every solution of the scaled
problem with the same reference has the same `E₀ + E₁`, second-order energy `(1 - x) E₂` and
third-order energy `x (1 - x) E₂ + (1 - x)² E₃`. -/
theorem feenberg_energies {x : 𝕜} (hx : x ≠ 1) {H₀ V : E →ₗ[𝕜] E} {S T : Series 𝕜 E}
    (hsym : H₀.IsSymmetric) (hS : IsRS H₀ V S)
    (hsimple : ∀ u, H₀ u = S.E₀ • u → ⟪S.ψ₀, u⟫_𝕜 = 0 → u = 0)
    (hT : IsRS (scaledH₀ x H₀) (scaledV x H₀ V) T) (hψ : T.ψ₀ = S.ψ₀) :
    T.E₀ + T.E₁ = S.E₀ + S.E₁ ∧ T.E₂ = scaledE₂ x S.E₂ ∧ T.E₃ = scaledE₃ x S.E₂ S.E₃ := by
  have hs : 1 - x ≠ 0 := sub_ne_zero.mpr hx.symm
  have h0 : (scaledSeries x S).ψ₀ = T.ψ₀ := hψ.symm
  -- the scaled H₀ still preserves the complement of ψ₀
  have hinv : ∀ u, ⟪(scaledSeries x S).ψ₀, u⟫_𝕜 = 0 →
      ⟪(scaledSeries x S).ψ₀, scaledH₀ x H₀ u⟫_𝕜 = 0 := by
    intro u hu
    have hu' : ⟪S.ψ₀, u⟫_𝕜 = 0 := hu
    show ⟪S.ψ₀, (1 - x)⁻¹ • H₀ u⟫_𝕜 = 0
    rw [inner_smul_right, ← hsym S.ψ₀ u, hS.order0, inner_smul_left, hu']
    simp
  -- and the reference stays nondegenerate
  have hsimple' : ∀ u, scaledH₀ x H₀ u = (scaledSeries x S).E₀ • u →
      ⟪(scaledSeries x S).ψ₀, u⟫_𝕜 = 0 → u = 0 := by
    intro u hu ho
    have hu' : (1 - x)⁻¹ • H₀ u = ((1 - x)⁻¹ * S.E₀) • u := hu
    have hmul := congrArg (fun w => (1 - x) • w) hu'
    simp only [smul_smul, mul_inv_cancel₀ hs, mul_inv_cancel_left₀ hs, one_smul] at hmul
    exact hsimple u hmul ho
  obtain ⟨e0, e1, e2, e3⟩ := energies_unique (scaledSeries_isRS hx hS) hT h0 hinv hsimple'
  refine ⟨?_, e2.symm, e3.symm⟩
  rw [← e0, ← e1]
  simp only [scaledSeries]
  field_simp
  ring

/-- Let `H₀` be symmetric, let `S` solve the unscaled problem with a nondegenerate reference, and
let `T x` solve the scaled problem with the same reference for each `x ≠ 1`. Suppose the unscaled
energies satisfy `E₂ ≠ 0` and `E₂ ≠ E₃`. Then `x* ≠ 1`, and for `x ≠ 1` the Padé term is invariant,
the scaled `E₂ + E₃` is stationary iff the scaled `E₃` vanishes, which happens iff `x = x*`, and
there the sum equals the Padé term. -/
theorem feenberg_pade {H₀ V : E →ₗ[𝕜] E} {S : Series 𝕜 E} {T : 𝕜 → Series 𝕜 E}
    (hsym : H₀.IsSymmetric) (hS : IsRS H₀ V S)
    (hsimple : ∀ u, H₀ u = S.E₀ • u → ⟪S.ψ₀, u⟫_𝕜 = 0 → u = 0)
    (hT : ∀ x, x ≠ 1 → IsRS (scaledH₀ x H₀) (scaledV x H₀ V) (T x) ∧ (T x).ψ₀ = S.ψ₀)
    (h2 : S.E₂ ≠ 0) (h23 : S.E₂ ≠ S.E₃) :
    optimalX S.E₂ S.E₃ ≠ 1 ∧ ∀ x, x ≠ 1 →
      ((T x).E₂ ≠ (T x).E₃ ∧ pade (T x).E₂ (T x).E₃ = pade S.E₂ S.E₃) ∧
      (HasDerivAt (fun y => (T y).E₂ + (T y).E₃) 0 x ↔ (T x).E₃ = 0) ∧
      ((T x).E₃ = 0 ↔ x = optimalX S.E₂ S.E₃) ∧
      ((T x).E₃ = 0 → (T x).E₂ + (T x).E₃ = pade S.E₂ S.E₃) := by
  have hE : ∀ x, x ≠ 1 →
      (T x).E₂ = scaledE₂ x S.E₂ ∧ (T x).E₃ = scaledE₃ x S.E₂ S.E₃ :=
    fun x hx => (feenberg_energies hx hsym hS hsimple (hT x hx).1 (hT x hx).2).2
  -- the scaled E₃ and the derivative share the factor x E₂ + (1 - x) E₃
  have hfac : ∀ x, x ≠ 1 → ((T x).E₃ = 0 ↔ x * S.E₂ + (1 - x) * S.E₃ = 0) := by
    intro x hx
    have hs : 1 - x ≠ 0 := sub_ne_zero.mpr hx.symm
    have hf : scaledE₃ x S.E₂ S.E₃ = (1 - x) * (x * S.E₂ + (1 - x) * S.E₃) := by
      unfold scaledE₃
      ring
    rw [(hE x hx).2, hf, mul_eq_zero]
    exact or_iff_right hs
  have hopt : ∀ x, x * S.E₂ + (1 - x) * S.E₃ = 0 ↔ x = optimalX S.E₂ S.E₃ := by
    intro x
    unfold optimalX
    rw [eq_div_iff (sub_ne_zero.mpr h23.symm)]
    constructor <;> intro h <;> linear_combination -h
  refine ⟨?_, fun x hx => ⟨?_, ?_, (hfac x hx).trans (hopt x), ?_⟩⟩
  · intro h
    have h1 := (hopt 1).mpr h.symm
    apply h2
    linear_combination h1
  · rw [(hE x hx).1, (hE x hx).2]
    exact pade_invariant hx h23
  · have hev : (fun y => (T y).E₂ + (T y).E₃)
        =ᶠ[nhds x] fun y => thirdOrderSum y S.E₂ S.E₃ := by
      filter_upwards [eventually_ne_nhds hx] with y hy
      simp only [thirdOrderSum, (hE y hy).1, (hE y hy).2]
    have hd := (thirdOrderSum_hasDerivAt S.E₂ S.E₃ x).congr_of_eventuallyEq hev
    rw [hfac x hx]
    constructor
    · intro h
      have hu := hd.unique h
      linear_combination (-1 / 2 : 𝕜) * hu
    · intro h
      exact hd.congr_deriv (by rw [h, mul_zero])
  · intro h0
    have hx' := (hopt x).mp ((hfac x hx).mp h0)
    have cs := complete_square x h23
    rw [← hx'] at cs
    unfold thirdOrderSum at cs
    rw [(hE x hx).1, (hE x hx).2]
    linear_combination cs

/-- The real two-level state space. -/
abbrev Plane := EuclideanSpace ℝ (Fin 2)

/-- The operator on the two-level space with matrix rows `(a, b)` and `(c, d)`. -/
def twoLevel (a b c d : ℝ) : Plane →ₗ[ℝ] Plane where
  toFun u := !₂[a * u 0 + b * u 1, c * u 0 + d * u 1]
  map_add' u v := by
    ext i
    fin_cases i <;> simp <;> ring
  map_smul' r u := by
    ext i
    fin_cases i <;> simp <;> ring

/-- Corrections for the two-level model, with `E₂ = -1` and `E₃ = 2`. -/
def modelSeries : Series ℝ Plane where
  ψ₀ := !₂[1, 0]
  ψ₁ := !₂[0, -1]
  ψ₂ := !₂[0, 2]
  ψ₃ := !₂[0, -3]
  E₀ := 0
  E₁ := 0
  E₂ := -1
  E₃ := 2

/-- The two-level model `H₀ = diag(0, 1)`, `V = [[0, 1], [1, 2]]` with its rescaled series meets
all hypotheses of `feenberg_pade`. -/
theorem feenberg_pade_witness :
    (twoLevel 0 0 0 1).IsSymmetric ∧
    IsRS (twoLevel 0 0 0 1) (twoLevel 0 1 1 2) modelSeries ∧
    (∀ u, twoLevel 0 0 0 1 u = modelSeries.E₀ • u → ⟪modelSeries.ψ₀, u⟫_ℝ = 0 → u = 0) ∧
    (∀ x : ℝ, x ≠ 1 →
      IsRS (scaledH₀ x (twoLevel 0 0 0 1)) (scaledV x (twoLevel 0 0 0 1) (twoLevel 0 1 1 2))
        (scaledSeries x modelSeries) ∧ (scaledSeries x modelSeries).ψ₀ = modelSeries.ψ₀) ∧
    modelSeries.E₂ ≠ 0 ∧ modelSeries.E₂ ≠ modelSeries.E₃ := by
  have hin : ∀ u v : Plane, inner ℝ u v = u 0 * v 0 + u 1 * v 1 := by
    intro u v
    simp [PiLp.inner_apply, Fin.sum_univ_two, mul_comm]
  have hRS : IsRS (twoLevel 0 0 0 1) (twoLevel 0 1 1 2) modelSeries := by
    refine ⟨?_, ?_, ?_, ?_, ?_, ?_, ?_, ?_⟩
    · rw [hin]
      simp [modelSeries]
    · rw [hin]
      simp [modelSeries]
    · rw [hin]
      simp [modelSeries]
    · rw [hin]
      simp [modelSeries]
    all_goals
      ext i
      fin_cases i <;> simp [modelSeries, twoLevel] <;> norm_num
  refine ⟨?_, hRS, ?_, fun x hx => ⟨scaledSeries_isRS hx hRS, rfl⟩, ?_, ?_⟩
  · intro u v
    rw [hin, hin]
    simp [twoLevel]
  · intro u h1 h2
    rw [hin] at h2
    have a : u 1 = 0 := by
      simpa [twoLevel, modelSeries] using congrArg (fun w : Plane => w 1) h1
    have b : u 0 = 0 := by simpa [modelSeries] using h2
    ext i
    fin_cases i
    · simpa using b
    · simpa using a
  · norm_num [modelSeries]
  · norm_num [modelSeries]

end

end FeenbergScaling
```

```lean
#print axioms FeenbergScaling.pade_invariant
#print axioms FeenbergScaling.pade_is_minimum
#print axioms FeenbergScaling.scaled_partition
#print axioms FeenbergScaling.feenberg_pade
```

```
'FeenbergScaling.pade_invariant' depends on axioms: [propext, Classical.choice, Quot.sound]
'FeenbergScaling.pade_is_minimum' depends on axioms: [propext, Classical.choice, Quot.sound]
'FeenbergScaling.scaled_partition' depends on axioms: [propext, Classical.choice, Quot.sound]
'FeenbergScaling.feenberg_pade' depends on axioms: [propext, Classical.choice, Quot.sound]
```

## Two partitions of one Hamiltonian

Let $H=H_0+V$ and $x\neq1$. Feenberg scaling takes
$$H_0'=\frac{H_0}{1-x},\qquad V'=V-\frac{x}{1-x}H_0,$$
so $H_0'+V'=H_0+V$ (`scaled_partition`). In Møller–Plesset theory with a nondegenerate reference, this is a uniform rescaling of the orbital-energy gaps; the Padé term built from the second- and third-order energies does not depend on that one parameter.

`IsRS H₀ V S` says that the states and energies in `S` satisfy the Rayleigh–Schrödinger equations through third order, with $\langle\psi_0|\psi_0\rangle=1$ and all corrections orthogonal to $\psi_0$. The scalars `𝕜` are real or complex, and the space `E` may have any dimension, but the operators act on all of it; domains of unbounded operators are not treated.

The main theorem, `feenberg_pade`, assumes that the unscaled corrections exist, that $H_0$ is symmetric (`hsym`) and that the reference is nondegenerate: no nonzero vector orthogonal to $\psi_0$ has eigenvalue $E_0$ (`hsimple`). `T x` is any solution of the scaled problem with the same $\psi_0$. With $E_2\neq0$ and $E_2\neq E_3$, the theorem says that for every $x\neq1$:

- the scaled Padé term has a nonzero denominator and equals the unscaled one;
- the scaled sum is stationary, meaning that `HasDerivAt` holds with derivative 0, exactly when the scaled $E_3$ vanishes;
- this happens exactly at $x^*=E_3/(E_3-E_2)$, which is not 1, and there the sum equals the Padé term.

## How the energies scale

Write $s=1-x$. The scaled equations are solved by
$$\psi_1'=s\psi_1,\quad \psi_2'=sx\psi_1+s^2\psi_2,\quad \psi_3'=sx^2\psi_1+2s^2x\psi_2+s^3\psi_3,$$
with $E_0'=E_0/s$ and $E_1'=E_1-xE_0/s$. The zeroth-order equation is only divided by $s$. At first order,
$$H_0'\psi_1'+V'\psi_0=H_0\psi_1+V\psi_0-\tfrac{x}{s}E_0\psi_0=E_0'\psi_1'+E_1'\psi_0.$$
At second order the terms $xH_0\psi_1$ cancel:
$$H_0'\psi_2'+V'\psi_1'=s(H_0\psi_2+V\psi_1)=s(E_0\psi_2+E_1\psi_1+E_2\psi_0).$$
Since $E_0'\psi_2'+E_1'\psi_1'=s(E_0\psi_2+E_1\psi_1)$, what remains is $E_2'=sE_2$. At third order,
$$H_0'\psi_3'+V'\psi_2'=sx(H_0\psi_2+V\psi_1)+s^2(H_0\psi_3+V\psi_2).$$
Insert the unscaled equations on the right and subtract
$$E_0'\psi_3'+E_1'\psi_2'+E_2'\psi_1'=sx(E_0\psi_2+E_1\psi_1)+s^2(E_0\psi_3+E_1\psi_2+E_2\psi_1).$$
The coefficient of $\psi_0$ gives $E_3'=x(1-x)E_2+(1-x)^2E_3$. `scaledSeries_isRS` does this by substituting for $H_0\psi_n$ and comparing coefficients with `match_scalars`.

No other solution with the same $\psi_0$ gives different energies. Projection on $\psi_0$ yields $E_{n+1}=\langle\psi_0|V\psi_n\rangle$ for $n=0,1,2$ (`energies_by_projection`), because symmetric $H_0$ preserves the complement of $\psi_0$. Two first-order states then differ by a vector $d\perp\psi_0$ with $H_0d=E_0d$, so $d=0$; the second-order states follow likewise (`energies_unique`). `feenberg_energies` applies this to the scaled problem and also finds $E_0'+E_1'=E_0+E_1$.

Scaling $H_0$ while leaving $V$ alone is a slip that the second-order energy does not reveal: it still gives $(1-x)E_2$. The third-order energy becomes $(1-x)^2E_3$, without the $E_2$ term, and the invariance is lost.

## Invariance and the stationary point

Subtraction gives $E_2'-E_3'=s^2(E_2-E_3)$, while $E_2'^2=s^2E_2^2$; the factors cancel in `pade_invariant`. Next,
$$E_2'+E_3'=(1-x^2)E_2+(1-x)^2E_3,$$
$$\frac{d}{dx}(E_2'+E_3')=-2\,[xE_2+(1-x)E_3],\qquad E_3'=(1-x)[xE_2+(1-x)E_3].$$
Both vanish with the common bracket, hence at $x^*$. At $x=1$ the bracket is $E_2\neq0$, so $x^*\neq1$. Completing the square gives the value there:
$$E_2'+E_3'=\frac{E_2^2}{E_2-E_3}-(E_2-E_3)(x-x^*)^2.$$
The code proves this as `complete_square`. For real $E_2<E_3$ the Padé term is therefore the minimum over $x$ (`pade_is_minimum`).

That minimum is not a variational bound. The two-level model in `feenberg_pade_witness`, which meets all the hypotheses, has $E_0+E_1=0$, $E_2=-1$, $E_3=2$ and $x^*=2/3$. Its [2/1] Padé estimate of the total energy, $E_0+E_1+E_2^2/(E_2-E_3)$, is therefore $-1/3$, below the exact ground-state energy $(3-\sqrt{13})/2\approx-0.303$.

A model with sums over the eigenstates of $H_0$ would construct the corrections from energy denominators instead of assuming them. In finite dimension a symmetric $H_0$ has a complete eigenbasis for such sums, and nondegeneracy would appear as nonzero denominators.
